# Counting the levels of a tridiagonal chain from the signs of its pivots

For a finite real symmetric tridiagonal matrix and a real energy c, the number of eigenvalues below c, counted with multiplicity, equals the number of negative pivots at c, provided that no pivot before the last is zero. The pivots are d_0 = a_0 − c and d_(k+1) = a_(k+1) − c − b_k²/d_k, with diagonal entries a_k and off-diagonal entries b_k.

```lean
import Mathlib

open Matrix Finset

namespace SturmChain

noncomputable section

/-- Matrix element between sites `i` and `j`: on-site energy `a i`, coupling `b i` between
sites `i` and `i + 1`, and zero otherwise. -/
def hop (a b : ℕ → ℝ) (i j : ℕ) : ℝ :=
  (if i = j then a i else 0) + (if j = i + 1 then b i else 0) + (if i = j + 1 then b j else 0)

/-- The tridiagonal Hamiltonian of an open chain with sites `0, ..., N`. -/
def chain (a b : ℕ → ℝ) (N : ℕ) : Matrix (Fin (N + 1)) (Fin (N + 1)) ℝ :=
  Matrix.of fun i j => hop a b i j

/-- The pivots at energy `c`; each is meaningful when all earlier pivots are nonzero. -/
def pivot (a b : ℕ → ℝ) (c : ℝ) : ℕ → ℝ
  | 0 => a 0 - c
  | k + 1 => a (k + 1) - c - b k ^ 2 / pivot a b c k

/-- The number of negative pivots among those of sites `0, ..., N`. -/
def negPivots (a b : ℕ → ℝ) (N : ℕ) (c : ℝ) : ℕ :=
  ((range (N + 1)).filter fun k => pivot a b c k < 0).card

theorem hop_comm (a b : ℕ → ℝ) (i j : ℕ) : hop a b i j = hop a b j i := by
  by_cases h : i = j
  · subst h; rfl
  · simp only [hop, if_neg h, if_neg (Ne.symm h)]
    ring

/-- The chain Hamiltonian is Hermitian. -/
theorem chain_isHermitian (a b : ℕ → ℝ) (N : ℕ) : (chain a b N).IsHermitian :=
  Matrix.IsHermitian.ext fun i j => hop_comm a b j i

/-- The number of energy levels of the chain below `c`, counted with multiplicity. -/
def levelsBelow (a b : ℕ → ℝ) (N : ℕ) (c : ℝ) : ℕ :=
  (univ.filter fun i => (chain_isHermitian a b N).eigenvalues i < c).card

/-- The energy form of the chain is a sum of on-site terms and nearest-neighbour terms. -/
theorem chain_energy (a b X : ℕ → ℝ) (N : ℕ) :
    ∑ i ∈ range (N + 1), ∑ j ∈ range (N + 1), X i * hop a b i j * X j =
      ∑ k ∈ range N, (a k * X k ^ 2 + 2 * b k * X k * X (k + 1)) + a N * X N ^ 2 := by
  induction N with
  | zero => simp [hop]; ring
  | succ N ih =>
    -- the new site couples only to its left neighbour
    have h1 : ∑ i ∈ range (N + 1), X i * hop a b i (N + 1) * X (N + 1) =
        b N * X N * X (N + 1) := by
      have h0 : ∑ i ∈ range N, X i * hop a b i (N + 1) * X (N + 1) = 0 := by
        refine sum_eq_zero fun i hi => ?_
        have hi' := mem_range.1 hi
        have e1 : ¬ i = N + 1 := by omega
        have e2 : ¬ N + 1 = i + 1 := by omega
        have e3 : ¬ i = N + 1 + 1 := by omega
        rw [hop, if_neg e1, if_neg e2, if_neg e3]
        ring
      have hb : hop a b N (N + 1) = b N := by
        have e1 : ¬ N = N + 1 := by omega
        have e2 : N + 1 = N + 1 := rfl
        have e3 : ¬ N = N + 1 + 1 := by omega
        change (if N = N + 1 then a N else 0) + (if N + 1 = N + 1 then b N else 0) +
          (if N = N + 1 + 1 then b (N + 1) else 0) = b N
        rw [if_neg e1, if_pos e2, if_neg e3]
        ring
      rw [sum_range_succ, h0, hb]
      ring
    have h2 : ∑ j ∈ range (N + 1), X (N + 1) * hop a b (N + 1) j * X j =
        b N * X N * X (N + 1) := by
      rw [← h1]
      refine sum_congr rfl fun j _ => ?_
      rw [hop_comm a b (N + 1) j]
      ring
    have h3 : hop a b (N + 1) (N + 1) = a (N + 1) := by simp [hop]
    simp only [sum_range_succ _ (N + 1)]
    rw [sum_add_distrib, ih, h1, h2, h3, sum_range_succ _ N]
    ring

/-- If all pivots before the last are nonzero, completing squares from the left end of the chain
produces the pivots as coefficients. -/
theorem completed_squares (a b X : ℕ → ℝ) (c : ℝ) (N : ℕ)
    (hd : ∀ k < N, pivot a b c k ≠ 0) :
    ∑ k ∈ range N, (a k * X k ^ 2 + 2 * b k * X k * X (k + 1)) + a N * X N ^ 2
        - c * ∑ k ∈ range (N + 1), X k ^ 2 =
      ∑ k ∈ range N, pivot a b c k * (X k + b k / pivot a b c k * X (k + 1)) ^ 2
        + pivot a b c N * X N ^ 2 := by
  induction N with
  | zero => simp [pivot]; ring
  | succ N ih =>
    have ih' := ih fun k hk => hd k (by omega)
    have hN := hd N (by omega)
    have e : pivot a b c N * (b N / pivot a b c N) = b N := by field_simp
    have hp : pivot a b c (N + 1) = a (N + 1) - c - b N * (b N / pivot a b c N) := by
      change a (N + 1) - c - b N ^ 2 / pivot a b c N = _
      ring
    simp only [sum_range_succ] at ih' ⊢
    generalize b N / pivot a b c N = r at e hp ⊢
    linear_combination ih' - (2 * X N * X (N + 1) + r * X (N + 1) ^ 2) * e
      - X (N + 1) ^ 2 * hp

/-- Site amplitudes continued by zero beyond the end of the chain. -/
def pad (N : ℕ) : (Fin (N + 1) → ℝ) →ₗ[ℝ] (ℕ → ℝ) where
  toFun x k := if h : k < N + 1 then x ⟨k, h⟩ else 0
  map_add' x y := by
    ext k
    simp only [Pi.add_apply]
    split_ifs <;> simp
  map_smul' s x := by
    ext k
    simp only [Pi.smul_apply, RingHom.id_apply]
    split_ifs <;> simp

/-- The shifted amplitudes `x_k + (b_k / d_k) x_(k+1)`, for nonzero pivots `d_k` before the
last site; at the last site the amplitude is unshifted. -/
def shifted (a b : ℕ → ℝ) (c : ℝ) (N : ℕ) : (Fin (N + 1) → ℝ) →ₗ[ℝ] (Fin (N + 1) → ℝ) where
  toFun x k := pad N x (k : ℕ) + b k / pivot a b c k * pad N x ((k : ℕ) + 1)
  map_add' x y := by
    ext k
    simp only [map_add, Pi.add_apply]
    ring
  map_smul' s x := by
    ext k
    simp only [map_smul, Pi.smul_apply, smul_eq_mul, RingHom.id_apply]
    ring

theorem pad_site (N : ℕ) (x : Fin (N + 1) → ℝ) (i : Fin (N + 1)) : pad N x (i : ℕ) = x i :=
  dif_pos i.isLt

theorem pad_end (N : ℕ) (x : Fin (N + 1) → ℝ) : pad N x (N + 1) = 0 :=
  dif_neg (lt_irrefl _)

theorem shifted_injective (a b : ℕ → ℝ) (c : ℝ) (N : ℕ) (x : Fin (N + 1) → ℝ)
    (hx : shifted a b c N x = 0) : x = 0 := by
  -- back-substitution from the right end
  have h : ∀ m k : ℕ, k + m = N + 1 → pad N x k = 0 := by
    intro m
    induction m with
    | zero =>
      intro k hk
      have hk' : k = N + 1 := by omega
      rw [hk', pad_end]
    | succ m ih =>
      intro k hk
      have h1 := ih (k + 1) (by omega)
      have h2 : pad N x k + b k / pivot a b c k * pad N x (k + 1) = 0 :=
        congrFun hx ⟨k, by omega⟩
      rw [h1] at h2
      linarith
  ext i
  rw [← pad_site N x i]
  exact h (N + 1 - i) i (by omega)

theorem pivot_form (a b : ℕ → ℝ) (c : ℝ) (N : ℕ) (hd : ∀ k < N, pivot a b c k ≠ 0)
    (x : Fin (N + 1) → ℝ) :
    ∑ k : Fin (N + 1), pivot a b c k * shifted a b c N x k ^ 2 =
      x ⬝ᵥ (chain a b N *ᵥ x) - c * (x ⬝ᵥ x) := by
  have hT : x ⬝ᵥ (chain a b N *ᵥ x) = ∑ i ∈ range (N + 1), ∑ j ∈ range (N + 1),
      pad N x i * hop a b i j * pad N x j := by
    rw [← Fin.sum_univ_eq_sum_range
      (fun i => ∑ j ∈ range (N + 1), pad N x i * hop a b i j * pad N x j)]
    simp only [dotProduct, Matrix.mulVec, mul_sum]
    refine sum_congr rfl fun i _ => ?_
    rw [← Fin.sum_univ_eq_sum_range (fun j => pad N x i * hop a b i j * pad N x j)]
    refine sum_congr rfl fun j _ => ?_
    simp only [pad_site, chain, Matrix.of_apply]
    ring
  have hN : x ⬝ᵥ x = ∑ k ∈ range (N + 1), pad N x k ^ 2 := by
    rw [← Fin.sum_univ_eq_sum_range (fun k => pad N x k ^ 2)]
    simp only [dotProduct, pad_site, sq]
  have hS : ∑ k : Fin (N + 1), pivot a b c k * shifted a b c N x k ^ 2 =
      ∑ k ∈ range (N + 1),
        pivot a b c k * (pad N x k + b k / pivot a b c k * pad N x (k + 1)) ^ 2 :=
    Fin.sum_univ_eq_sum_range (fun k =>
      pivot a b c k * (pad N x k + b k / pivot a b c k * pad N x (k + 1)) ^ 2) (N + 1)
  rw [hS, hT, hN, chain_energy, completed_squares a b _ c N hd, sum_range_succ, pad_end]
  ring

/-- Amplitudes of a state in the orthonormal eigenbasis of the chain. -/
def modes (a b : ℕ → ℝ) (N : ℕ) : (Fin (N + 1) → ℝ) →ₗ[ℝ] (Fin (N + 1) → ℝ) :=
  Matrix.mulVecLin (Matrix.of fun i j => ((chain_isHermitian a b N).eigenvectorBasis i).ofLp j)

theorem modes_parseval (a b : ℕ → ℝ) (N : ℕ) (x y : Fin (N + 1) → ℝ) :
    ∑ i, modes a b N x i * modes a b N y i = x ⬝ᵥ y := by
  have key : ∀ p q : EuclideanSpace ℝ (Fin (N + 1)), inner ℝ p q = p.ofLp ⬝ᵥ q.ofLp := by
    intro p q
    simp [PiLp.inner_apply, dotProduct, mul_comm]
  have h := (chain_isHermitian a b N).eigenvectorBasis.sum_inner_mul_inner
    (WithLp.toLp 2 x) (WithLp.toLp 2 y)
  simp only [key] at h
  refine Eq.trans (sum_congr rfl fun i _ => ?_) h
  rw [dotProduct_comm x]
  rfl

theorem level_form (a b : ℕ → ℝ) (c : ℝ) (N : ℕ) (x : Fin (N + 1) → ℝ) :
    ∑ i, ((chain_isHermitian a b N).eigenvalues i - c) * modes a b N x i ^ 2 =
      x ⬝ᵥ (chain a b N *ᵥ x) - c * (x ⬝ᵥ x) := by
  have hsym : (chain a b N)ᵀ = chain a b N := by
    ext i j
    exact hop_comm a b j i
  have he : ∀ i, modes a b N (chain a b N *ᵥ x) i =
      (chain_isHermitian a b N).eigenvalues i * modes a b N x i := by
    intro i
    have hv := (chain_isHermitian a b N).mulVec_eigenvectorBasis i
    change ((chain_isHermitian a b N).eigenvectorBasis i).ofLp ⬝ᵥ (chain a b N *ᵥ x) =
      _ * (((chain_isHermitian a b N).eigenvectorBasis i).ofLp ⬝ᵥ x)
    rw [Matrix.dotProduct_mulVec, ← Matrix.mulVec_transpose, hsym, hv, smul_dotProduct,
      smul_eq_mul]
  rw [← modes_parseval a b N x (chain a b N *ᵥ x), ← modes_parseval a b N x x, mul_sum,
    ← sum_sub_distrib]
  refine sum_congr rfl fun i _ => ?_
  rw [he]
  ring

theorem negative_squares_le {n : ℕ} (α β : Fin n → ℝ)
    (F G : (Fin n → ℝ) →ₗ[ℝ] (Fin n → ℝ)) (hF : ∀ x, F x = 0 → x = 0)
    (h : ∀ x, ∑ i, α i * F x i ^ 2 = ∑ i, β i * G x i ^ 2) :
    (univ.filter fun i => α i < 0).card ≤ (univ.filter fun i => β i < 0).card := by
  let L : (Fin n → ℝ) →ₗ[ℝ] ({i // ¬ α i < 0} → ℝ) × ({i // β i < 0} → ℝ) :=
    ((LinearMap.funLeft ℝ ℝ Subtype.val).comp F).prod
      ((LinearMap.funLeft ℝ ℝ Subtype.val).comp G)
  -- for a vector in the kernel the common sum is both nonpositive and nonnegative
  have hL : Function.Injective L := by
    rw [injective_iff_map_eq_zero]
    intro x hx
    have h1 : ∀ i, ¬ α i < 0 → F x i = 0 := fun i hi =>
      congrFun (congrArg Prod.fst hx) ⟨i, hi⟩
    have h2 : ∀ i, β i < 0 → G x i = 0 := fun i hi =>
      congrFun (congrArg Prod.snd hx) ⟨i, hi⟩
    have hneg : ∀ i ∈ univ, α i * F x i ^ 2 ≤ 0 := by
      intro i _
      by_cases hi : α i < 0
      · exact mul_nonpos_of_nonpos_of_nonneg hi.le (sq_nonneg _)
      · simp [h1 i hi]
    have hpos : 0 ≤ ∑ i, β i * G x i ^ 2 := by
      refine sum_nonneg fun i _ => ?_
      by_cases hi : β i < 0
      · simp [h2 i hi]
      · exact mul_nonneg (not_lt.1 hi) (sq_nonneg _)
    have hz := (sum_eq_zero_iff_of_nonpos hneg).1
      (le_antisymm (sum_nonpos hneg) (by rw [h x]; exact hpos))
    refine hF x (funext fun i => ?_)
    by_cases hi : α i < 0
    · exact pow_eq_zero_iff (two_ne_zero) |>.1
        ((mul_eq_zero.1 (hz i (mem_univ i))).resolve_left hi.ne)
    · exact h1 i hi
  have hdim := LinearMap.finrank_le_finrank_of_injective hL
  simp only [Module.finrank_prod, Module.finrank_fintype_fun_eq_card, Fintype.card_fin,
    Fintype.card_subtype] at hdim
  have hs : (univ.filter fun i => α i < 0).card + (univ.filter fun i => ¬ α i < 0).card = n := by
    rw [card_filter, card_filter, ← sum_add_distrib]
    calc _ = ∑ _i : Fin n, 1 :=
          sum_congr rfl fun i _ => by by_cases hi : α i < 0 <;> simp [hi]
      _ = n := by simp
  omega

/-- Sturm count: if all pivots before the last are nonzero, the number of levels below `c`
equals the number of negative pivots. -/
theorem sturm_count (a b : ℕ → ℝ) (c : ℝ) (N : ℕ) (hd : ∀ k < N, pivot a b c k ≠ 0) :
    levelsBelow a b N c = negPivots a b N c := by
  have hform := fun x => (level_form a b c N x).trans (pivot_form a b c N hd x).symm
  have hm : ∀ x, modes a b N x = 0 → x = 0 := by
    intro x hx
    have h := modes_parseval a b N x x
    rw [hx] at h
    exact dotProduct_self_eq_zero.1 (by simpa using h.symm)
  have hl : levelsBelow a b N c =
      (univ.filter fun i => (chain_isHermitian a b N).eigenvalues i - c < 0).card := by
    unfold levelsBelow
    congr 1
    ext i
    simp only [mem_filter, sub_lt_zero]
  have hp : negPivots a b N c =
      (univ.filter fun k : Fin (N + 1) => pivot a b c k < 0).card := by
    rw [negPivots, card_filter, card_filter]
    exact (Fin.sum_univ_eq_sum_range (fun k => if pivot a b c k < 0 then 1 else 0) (N + 1)).symm
  rw [hl, hp]
  exact le_antisymm (negative_squares_le _ _ _ _ hm hform)
    (negative_squares_le _ _ _ _ (shifted_injective a b c N) fun x => (hform x).symm)

/-- For `c ≤ c'`, if all pivots before the last are nonzero at both energies, the number of levels
in the window from `c` (included) to `c'` (excluded) is the negative-pivot count at `c'` minus that
at `c`. -/
theorem window_count (a b : ℕ → ℝ) (c c' : ℝ) (N : ℕ) (hc : c ≤ c')
    (hd : ∀ k < N, pivot a b c k ≠ 0) (hd' : ∀ k < N, pivot a b c' k ≠ 0) :
    (univ.filter fun i => c ≤ (chain_isHermitian a b N).eigenvalues i ∧
      (chain_isHermitian a b N).eigenvalues i < c').card + negPivots a b N c =
      negPivots a b N c' := by
  rw [← sturm_count a b c N hd, ← sturm_count a b c' N hd', levelsBelow, levelsBelow,
    card_filter, card_filter, card_filter, ← sum_add_distrib]
  refine sum_congr rfl fun i _ => ?_
  rcases lt_or_ge ((chain_isHermitian a b N).eigenvalues i) c with h | h
  · simp [h, lt_of_lt_of_le h hc, not_le_of_gt h]
  · simp [h, not_lt_of_ge h]

/-- If all earlier pivots are nonzero, appending one site raises the number of levels below `c` by
one when the new pivot is negative, and leaves it unchanged otherwise. -/
theorem levelsBelow_succ (a b : ℕ → ℝ) (c : ℝ) (N : ℕ)
    (hd : ∀ k < N + 1, pivot a b c k ≠ 0) :
    levelsBelow a b (N + 1) c =
      levelsBelow a b N c + if pivot a b c (N + 1) < 0 then 1 else 0 := by
  rw [sturm_count a b c (N + 1) hd, sturm_count a b c N fun k hk => hd k (by omega)]
  simp only [negPivots, card_filter]
  exact sum_range_succ _ _

end

end SturmChain
```

```lean
#print axioms SturmChain.window_count
#print axioms SturmChain.levelsBelow_succ
```

```
'SturmChain.window_count' depends on axioms: [propext, Classical.choice, Quot.sound]
'SturmChain.levelsBelow_succ' depends on axioms: [propext, Classical.choice, Quot.sound]
```

## An open chain and its two counts

The matrix T is the one-particle Hamiltonian of an open chain with sites 0, …, N, written in an orthonormal basis with one orbital per site. Site k has energy a_k, and b_k couples sites k and k+1. In Lean, `a` and `b` are sequences on the naturals, of which `chain a b N` uses only a_0, …, a_N and b_0, …, b_(N−1). Its entries come from `hop`. The couplings may have either sign or vanish.

`levelsBelow a b N c` counts the indices i for which Mathlib's eigenvalue λ_i of this Hermitian matrix satisfies λ_i < c, so a degenerate level counts with its multiplicity. `negPivots a b N c` counts the negative numbers among d_0, …, d_N, where d_k is `pivot a b c k`.

The theorem `sturm_count` says that the two counts agree under the hypothesis `∀ k < N, pivot a b c k ≠ 0`. The last pivot may be zero: for a single site with a_0 = c, the level lies exactly at c and neither count includes it.

Two consequences follow:

- `window_count` takes c ≤ c' and assumes the pivot condition at both energies. The number of levels with c ≤ λ_i < c', plus the pivot count at c, is then the pivot count at c'.
- `levelsBelow_succ` appends site N+1. If d_0, …, d_N are all nonzero, the number of levels below c rises by one when d_(N+1) < 0 and otherwise stays the same.

For non-interacting particles on such a finite chain, the negative-pivot count is the number of linearly independent one-particle eigenstates with energy below c, obtained without diagonalisation, provided that no pivot before the last is zero. It also supplies the counting step of bisection eigenvalue solvers for real symmetric tridiagonal matrices, here in exact real arithmetic: rounding errors and the convergence of the bisection are not treated.

## Three sites by hand

Take a_0 = a_1 = a_2 = 0 and b_0 = b_1 = 1, whose levels are −√2, 0 and √2. At c = 1/2 the pivots are

d_0 = −1/2,
d_1 = −1/2 + 2 = 3/2,
d_2 = −1/2 − 2/3 = −7/6.

Two are negative, matching the levels −√2 and 0. At c' = 2 the pivots are −2, −3/2 and −4/3, all negative, so all three levels lie below 2. The difference, 3 − 2 = 1, is the single level √2 in the window from 1/2 to 2.

## Completing squares along the chain

For real amplitudes x_0, …, x_N, the energy form measured from c is

⟨x, (T − c)x⟩ = Σ_(k=0..N) (a_k − c) x_k² + 2 Σ_(k=0..N−1) b_k x_k x_(k+1).

The coefficient of x_0² is d_0. Suppose that the squares have been completed up to site k, with k < N, and that x_k² now has coefficient d_k. Since d_k ≠ 0,

d_k x_k² + 2 b_k x_k x_(k+1) = d_k (x_k + (b_k/d_k) x_(k+1))² − (b_k²/d_k) x_(k+1)².

The last term changes the coefficient of x_(k+1)² from a_(k+1) − c to d_(k+1). Continuing to the end of the chain gives

⟨x, (T − c)x⟩ = Σ_(k=0..N) d_k y_k²,

where y_k = x_k + (b_k/d_k) x_(k+1) for k < N, and y_N = x_N.

In the file, `chain_energy` derives the sum over sites and bonds, and `completed_squares` carries out the elimination. Both use induction on N; in the second, `linear_combination` checks the algebra of the new square. The map `pad` sets the amplitude beyond the last site to zero, so that `shifted` can define every y_k by one formula. `pivot_form` then states the result for the matrix itself.

If all y_k vanish, then x_N = 0, hence x_(N−1) = 0, and so on back to x_0. This back-substitution is `shifted_injective`.

## The same form in the eigenbasis

Let v_i be the orthonormal eigenvectors and z_i = ⟨v_i, x⟩. Symmetry of T gives ⟨v_i, Tx⟩ = λ_i z_i, and Parseval's identity gives ⟨x, Tx⟩ = Σ_i λ_i z_i² and ⟨x, x⟩ = Σ_i z_i². Therefore

⟨x, (T − c)x⟩ = Σ_i (λ_i − c) z_i².

The map `modes` sends x to the amplitudes z_i, `modes_parseval` is Parseval's identity, and `level_form` is the equation above. If all z_i vanish, Parseval gives ⟨x, x⟩ = 0, so x = 0.

## Why the negative squares agree in number

Write n = N + 1. Let p be the number of negative λ_i − c, and q the number of negative d_k. Impose on x the conditions

z_i = 0 whenever λ_i − c ≥ 0,
y_k = 0 whenever d_k < 0.

The eigenbasis expression makes the form nonpositive, and the pivot expression makes it nonnegative, so it is zero. Every term (λ_i − c) z_i² is then zero, which forces the remaining z_i to vanish as well. Hence x = 0.

These are (n − p) + q linear conditions on n amplitudes with only the zero solution, so (n − p) + q ≥ n, that is, p ≤ q. Exchanging the two expressions gives q ≤ p, now using that y determines x.

`negative_squares_le` proves this inequality for any two such expressions. It collects the conditions into a linear map `L`, shows that `L` is injective and compares dimensions. `sturm_count` applies it in both directions and concludes with `le_antisymm`. For `window_count`, each level is then sorted by whether it lies below c; for `levelsBelow_succ`, the last term of the pivot count is split off.

## A zero pivot before the end

Take two sites with a_0 = a_1 = 0, b_0 = 1 and c = 0. The levels are −1 and 1, so one lies below c. But d_0 = 0, and the recursion asks for 1/0. Lean evaluates this as 0, which gives d_1 = 0 and no negative pivots: the equality fails. At c = 1/10 the pivots are −1/10 and 99/10: one is negative, and one level lies below c.
